# Density of states inside the Bethe lattice band, from the chain to the semicircle

Take one non-interacting particle on the Bethe lattice, the infinite tree in which every site has $z$ neighbours, with hopping amplitude $t$ between neighbours, the same on-site energy everywhere, and real energy $w$ measured from that on-site energy. Inside the band, $w^2<4(z-1)t^2$, I write $s=\sqrt{4(z-1)t^2-w^2}$. The cavity Green function $g$ belongs to a site with one neighbour removed, $G$ is the Green function of a site in the full lattice, and the density of states is $\rho=-\operatorname{Im}G/\pi$, with the retarded sign $\operatorname{Im}g<0$.

For $z=2$ the lattice is a chain, and its density of states blows up at the band edges. For $z\to\infty$ with $t=T/\sqrt z$ I am told to use a semicircle, which vanishes at the edges. How can one cavity construction give both?

## One formula, with a denominator that closes only for the chain

The construction gives, at every coordination,

$$\rho(w)=\frac{z\,s}{2\pi\,(z^2t^2-w^2)} .$$

The numerator vanishes at the band edge. There $w^2=4(z-1)t^2$, so the bracket in the denominator equals $(z-2)^2t^2$. It vanishes as well only for $z=2$, and then it wins.

**The cavity function.** A site with one neighbour removed still has $z-1$ neighbours, each the root of an identical branch. Eliminating these branches gives

$$g=\frac{1}{w-(z-1)t^2g},\qquad\text{or}\qquad (z-1)t^2g^2-wg+1=0 .$$

The discriminant is $w^2-4(z-1)t^2=-s^2$, so the roots are $(w\pm is)/(2(z-1)t^2)$. The retarded sign selects

$$g=\frac{w-is}{2(z-1)t^2}.$$

**The local function.** A site of the full lattice has all $z$ neighbours, so $G=1/(w-zt^2g)$. Inserting $g$,

$$w-zt^2g=\frac{(z-2)w+izs}{2(z-1)},$$

which is nonzero because $zs>0$. To rationalise, use

$$(z-2)^2w^2+z^2s^2=4(z-1)(z^2t^2-w^2),$$

which gives

$$G=\frac{(z-2)w-izs}{2(z^2t^2-w^2)} .$$

Inside the band $z^2t^2-w^2>(z-2)^2t^2\ge 0$, so the denominator is positive. Taking $-\operatorname{Im}G/\pi$ gives the density above.

**The link to the tree.** Let $A_n=G(tg)^n$ be the amplitude at distance $n$ from the origin. At the origin

$$wA_0-ztA_1=G(w-zt^2g)=1 .$$

On every other shell a site has one inner and $z-1$ outer neighbours, and

$$wA_{n+1}-tA_n-(z-1)tA_{n+2}=tA_n\left[wg-1-(z-1)t^2g^2\right]=0 .$$

These are the resolvent equations for a source at the origin.

**The chain.** For $z=2$ the bracket $4t^2-w^2$ equals $s^2$, so $\rho=1/(\pi\sqrt{4t^2-w^2})$.

**Large coordination.** With $t^2=T^2/z$, a factor $z$ cancels:

$$\rho=\frac{\sqrt{4T^2-4T^2/z-w^2}}{2\pi\,(T^2-w^2/z)}\;\longrightarrow\;\frac{\sqrt{4T^2-w^2}}{2\pi T^2}.$$

For fixed $|w|<2T$ the energy lies inside the band once $z>4T^2/(4T^2-w^2)$.

This semicircle is the non-interacting density of states commonly used in dynamical mean-field theory on the Bethe lattice; the derivation here has no interaction, so the term $zt^2g$ in $G$ describes the coupling to the neighbours and is not a many-body self-energy.

## What the Lean theorems say about the lattice

The letter `z` is the coordination number, not a complex energy, and `T` is the scaled hopping often written $t^*$, not a temperature. The quantities $s$, $g$, $G$, $\rho$ and $A_n$ are `bandRoot`, `cavityGreen`, `localGreen`, `localDOS` and `shellGreen`. The density is defined as $-\operatorname{Im}G/\pi$, so its closed form is derived.

Coordination is a real parameter, which includes the integers $z\ge2$ of actual trees. The only hypothesis at finite $z$ is `w ^ 2 < 4 * (z - 1) * t ^ 2`: the energy is strictly inside the band. It forces $z>1$ and $t\neq0$, and either sign of $t$ is allowed. The Hamiltonian has matrix element $+t$ between neighbours; the common convention $-t$ changes the sign of $A_n$ on odd shells and leaves $g$, $G$ and $\rho$ alone.

- `cavity_equation` states that $g$ solves the cavity equation with nonzero denominator and has negative imaginary part. `cavity_solutions` adds that the only solutions of $g(w-(z-1)t^2g)=1$ are $g$ and its complex conjugate, written with `starRingEnd ℂ`.
- `shell_equations` gives the equations for $A_n$.
- `localDOS_eq` and `localDOS_chain` give the density for general $z$ and for $z=2$.
- `localDOS_tendsto_semicircle` gives the limit at each fixed energy with $|w|<2T$. It makes no statement about uniform convergence or about energies at or beyond the edges.

The remaining step to the physical lattice is to identify $G$ with the limit $\eta\to0^+$ of the resolvent at $w+i\eta$. The shell equations alone do not decide this, since the complex conjugate amplitudes solve them too; the retarded sign is built into the definition of $g$.

```lean
import Mathlib

open Filter Topology

namespace BetheLatticeCavity

noncomputable section

/-- The root `s = √(4(z-1)t² - w²)`, for energies with `w² ≤ 4(z-1)t²`. -/
def bandRoot (z t w : ℝ) : ℝ := Real.sqrt (4 * (z - 1) * t ^ 2 - w ^ 2)

/-- The cavity Green function `g = (w - i s) / (2(z-1)t²)` of a site with one neighbour removed,
for `z ≠ 1`, `t ≠ 0` and `w` inside the band. -/
def cavityGreen (z t w : ℝ) : ℂ :=
  ((w : ℂ) - Complex.I * bandRoot z t w) / (2 * ((z : ℂ) - 1) * (t : ℂ) ^ 2)

/-- The local Green function `G = 1 / (w - z t² g)` of a site coupled to `z` cavity neighbours,
where the denominator is nonzero. -/
def localGreen (z t w : ℝ) : ℂ :=
  1 / ((w : ℂ) - z * (t : ℂ) ^ 2 * cavityGreen z t w)

/-- The local density of states `-Im G / π`. -/
def localDOS (z t w : ℝ) : ℝ := -(localGreen z t w).im / Real.pi

/-- The amplitude `G (t g)ⁿ` at distance `n` from the origin of the lattice. -/
def shellGreen (z t w : ℝ) (n : ℕ) : ℂ :=
  localGreen z t w * ((t : ℂ) * cavityGreen z t w) ^ n

/-- Inside the band, `w² < 4(z-1)t²`, one has `z > 1`, `(z-1)t² > 0`, `s > 0` and
`s² = 4(z-1)t² - w²`. -/
theorem inside_band {z t w : ℝ} (h : w ^ 2 < 4 * (z - 1) * t ^ 2) :
    1 < z ∧ 0 < (z - 1) * t ^ 2 ∧ 0 < bandRoot z t w ∧
      bandRoot z t w ^ 2 = 4 * (z - 1) * t ^ 2 - w ^ 2 := by
  have hD : 0 < (z - 1) * t ^ 2 := by nlinarith [sq_nonneg w]
  refine ⟨?_, hD, Real.sqrt_pos.mpr (by linarith), Real.sq_sqrt (by linarith)⟩
  by_contra hz
  have hz' : 0 ≤ 1 - z := by linarith [not_lt.mp hz]
  nlinarith [mul_nonneg hz' (sq_nonneg t)]

/-- Inside the band the cavity Green function satisfies `2(z-1)t² g = w - i s`. -/
theorem cavityGreen_mul {z t w : ℝ} (h : w ^ 2 < 4 * (z - 1) * t ^ 2) :
    cavityGreen z t w * (2 * ((z : ℂ) - 1) * (t : ℂ) ^ 2)
      = (w : ℂ) - Complex.I * bandRoot z t w := by
  obtain ⟨-, hD, -, -⟩ := inside_band h
  have hr : 2 * (z - 1) * t ^ 2 ≠ 0 := by nlinarith
  have hE : 2 * ((z : ℂ) - 1) * (t : ℂ) ^ 2 ≠ 0 := by exact_mod_cast hr
  have h1 : cavityGreen z t w = ((w : ℂ) - Complex.I * bandRoot z t w) /
      (2 * ((z : ℂ) - 1) * (t : ℂ) ^ 2) := rfl
  rwa [eq_div_iff hE] at h1

/-- Inside the band, the solutions of the cavity equation `g (w - (z-1)t² g) = 1` are exactly
the cavity Green function and its complex conjugate. -/
theorem cavity_solutions {z t w : ℝ} (h : w ^ 2 < 4 * (z - 1) * t ^ 2) (g : ℂ) :
    g * ((w : ℂ) - ((z : ℂ) - 1) * (t : ℂ) ^ 2 * g) = 1 ↔
      g = cavityGreen z t w ∨ g = starRingEnd ℂ (cavityGreen z t w) := by
  obtain ⟨-, hD, -, hs⟩ := inside_band h
  have hsC : (bandRoot z t w : ℂ) ^ 2 = 4 * ((z : ℂ) - 1) * (t : ℂ) ^ 2 - (w : ℂ) ^ 2 := by
    exact_mod_cast hs
  have hr : 2 * (z - 1) * t ^ 2 ≠ 0 := by nlinarith
  have hE : 2 * ((z : ℂ) - 1) * (t : ℂ) ^ 2 ≠ 0 := by exact_mod_cast hr
  have hg := cavityGreen_mul h
  have hc := congrArg (starRingEnd ℂ) hg
  simp only [map_mul, map_sub, map_pow, map_one, map_ofNat, Complex.conj_ofReal,
    Complex.conj_I] at hc
  -- the quadratic equation factorises over the two roots
  have key : (2 * ((z : ℂ) - 1) * (t : ℂ) ^ 2) ^ 2 *
      ((g - cavityGreen z t w) * (g - starRingEnd ℂ (cavityGreen z t w))) =
      (2 * (2 * ((z : ℂ) - 1) * (t : ℂ) ^ 2)) *
        (1 - g * ((w : ℂ) - ((z : ℂ) - 1) * (t : ℂ) ^ 2 * g)) := by
    linear_combination
      (-(2 * ((z : ℂ) - 1) * (t : ℂ) ^ 2 *
        (g - starRingEnd ℂ (cavityGreen z t w)))) * hg
      - (2 * ((z : ℂ) - 1) * (t : ℂ) ^ 2 * g - (w - Complex.I * bandRoot z t w)) * hc
      - (bandRoot z t w : ℂ) ^ 2 * Complex.I_sq + hsC
  constructor
  · intro hq
    rw [hq, sub_self, mul_zero] at key
    rcases mul_eq_zero.mp ((mul_eq_zero.mp key).resolve_left (pow_ne_zero 2 hE)) with h1 | h1
    · exact Or.inl (sub_eq_zero.mp h1)
    · exact Or.inr (sub_eq_zero.mp h1)
  · intro hq
    have h0 : (g - cavityGreen z t w) * (g - starRingEnd ℂ (cavityGreen z t w)) = 0 := by
      rcases hq with h1 | h1
      · rw [sub_eq_zero.mpr h1, zero_mul]
      · rw [sub_eq_zero.mpr h1, mul_zero]
    rw [h0, mul_zero] at key
    exact (sub_eq_zero.mp ((mul_eq_zero.mp key.symm).resolve_left
      (mul_ne_zero two_ne_zero hE))).symm

/-- Inside the band the cavity Green function solves `g = 1 / (w - (z-1)t² g)` with nonzero
denominator, and its imaginary part is negative. -/
theorem cavity_equation {z t w : ℝ} (h : w ^ 2 < 4 * (z - 1) * t ^ 2) :
    (w : ℂ) - ((z : ℂ) - 1) * (t : ℂ) ^ 2 * cavityGreen z t w ≠ 0 ∧
    cavityGreen z t w = 1 / ((w : ℂ) - ((z : ℂ) - 1) * (t : ℂ) ^ 2 * cavityGreen z t w) ∧
    (cavityGreen z t w).im < 0 := by
  obtain ⟨-, hD, hs, -⟩ := inside_band h
  have hq := (cavity_solutions h (cavityGreen z t w)).mpr (Or.inl rfl)
  have hne := right_ne_zero_of_mul_eq_one hq
  refine ⟨hne, (eq_div_iff hne).mpr hq, ?_⟩
  have h2 : cavityGreen z t w = ((w / (2 * (z - 1) * t ^ 2) : ℝ) : ℂ)
      - Complex.I * ((bandRoot z t w / (2 * (z - 1) * t ^ 2) : ℝ) : ℂ) := by
    unfold cavityGreen
    push_cast
    ring
  have hp : 0 < bandRoot z t w / (2 * (z - 1) * t ^ 2) := div_pos hs (by linarith)
  rw [h2]
  simp only [Complex.sub_im, Complex.ofReal_im, Complex.mul_im, Complex.I_re, Complex.I_im,
    Complex.ofReal_re]
  linarith

/-- Inside the band the denominator of the local Green function is nonzero and satisfies
`2(z-1)(w - z t² g) = (z-2)w + i z s`. -/
theorem local_denominator {z t w : ℝ} (h : w ^ 2 < 4 * (z - 1) * t ^ 2) :
    (w : ℂ) - z * (t : ℂ) ^ 2 * cavityGreen z t w ≠ 0 ∧
    2 * ((z : ℂ) - 1) * ((w : ℂ) - z * (t : ℂ) ^ 2 * cavityGreen z t w)
      = ((z : ℂ) - 2) * w + Complex.I * (z * bandRoot z t w) := by
  obtain ⟨hz, -, hs, -⟩ := inside_band h
  have key : 2 * ((z : ℂ) - 1) * ((w : ℂ) - z * (t : ℂ) ^ 2 * cavityGreen z t w)
      = ((z : ℂ) - 2) * w + Complex.I * (z * bandRoot z t w) := by
    linear_combination (-(z : ℂ)) * cavityGreen_mul h
  refine ⟨fun h0 => ?_, key⟩
  rw [h0, mul_zero] at key
  have h1 : (((z - 2) * w : ℝ) : ℂ) + Complex.I * ((z * bandRoot z t w : ℝ) : ℂ) = 0 := by
    push_cast
    exact key.symm
  have h2 := congrArg Complex.im h1
  simp only [Complex.add_im, Complex.ofReal_im, Complex.mul_im, Complex.I_re, Complex.I_im,
    Complex.ofReal_re, Complex.zero_im] at h2
  have hp : 0 < z * bandRoot z t w := mul_pos (by linarith) hs
  linarith

/-- Inside the band the amplitudes `G (t g)ⁿ` solve the resolvent equations of the tree: the
origin has `z` neighbours and a unit source, every other site one inner and `z-1` outer ones. -/
theorem shell_equations {z t w : ℝ} (h : w ^ 2 < 4 * (z - 1) * t ^ 2) :
    (w : ℂ) * shellGreen z t w 0 - z * t * shellGreen z t w 1 = 1 ∧
    ∀ n : ℕ, (w : ℂ) * shellGreen z t w (n + 1) - t * shellGreen z t w n
      - ((z : ℂ) - 1) * t * shellGreen z t w (n + 2) = 0 := by
  have hG : localGreen z t w = 1 / ((w : ℂ) - z * (t : ℂ) ^ 2 * cavityGreen z t w) := rfl
  rw [eq_div_iff (local_denominator h).1] at hG
  have hq := (cavity_solutions h (cavityGreen z t w)).mpr (Or.inl rfl)
  constructor
  · simp only [shellGreen]
    linear_combination hG
  · intro n
    simp only [shellGreen]
    linear_combination
      (localGreen z t w * ((t : ℂ) * cavityGreen z t w) ^ n * t) * hq

/-- Inside the band, `w² < 4(z-1)t²`, the local density of states of the Bethe lattice is
`z s / (2π (z²t² - w²))`. -/
theorem localDOS_eq {z t w : ℝ} (h : w ^ 2 < 4 * (z - 1) * t ^ 2) :
    localDOS z t w = z * bandRoot z t w / (2 * Real.pi * (z ^ 2 * t ^ 2 - w ^ 2)) := by
  obtain ⟨hz, -, -, hs⟩ := inside_band h
  obtain ⟨hN, hN2⟩ := local_denominator h
  have hsC : (bandRoot z t w : ℂ) ^ 2 = 4 * ((z : ℂ) - 1) * (t : ℂ) ^ 2 - (w : ℂ) ^ 2 := by
    exact_mod_cast hs
  have hQ : 2 * (z ^ 2 * t ^ 2 - w ^ 2) ≠ 0 := by
    have : 0 < z ^ 2 * t ^ 2 - w ^ 2 := by
      nlinarith [mul_nonneg (sq_nonneg (z - 2)) (sq_nonneg t)]
    linarith
  have hQC : 2 * ((z : ℂ) ^ 2 * (t : ℂ) ^ 2 - (w : ℂ) ^ 2) ≠ 0 := by exact_mod_cast hQ
  have hz1 : 2 * (z - 1) ≠ 0 := by linarith
  have hzC : 2 * ((z : ℂ) - 1) ≠ 0 := by exact_mod_cast hz1
  -- rationalise the denominator of the local Green function
  have hG : localGreen z t w = (((z : ℂ) - 2) * w - Complex.I * (z * bandRoot z t w)) /
      (2 * ((z : ℂ) ^ 2 * (t : ℂ) ^ 2 - (w : ℂ) ^ 2)) := by
    rw [localGreen, div_eq_div_iff hN hQC]
    apply mul_left_cancel₀ hzC
    linear_combination
      (-(((z : ℂ) - 2) * w - Complex.I * (z * bandRoot z t w))) * hN2
      + (z : ℂ) ^ 2 * (bandRoot z t w : ℂ) ^ 2 * Complex.I_sq - (z : ℂ) ^ 2 * hsC
  have hG2 : localGreen z t w = (((z - 2) * w / (2 * (z ^ 2 * t ^ 2 - w ^ 2)) : ℝ) : ℂ)
      - Complex.I * ((z * bandRoot z t w / (2 * (z ^ 2 * t ^ 2 - w ^ 2)) : ℝ) : ℂ) := by
    rw [hG]
    push_cast
    ring
  have him : (localGreen z t w).im
      = -(z * bandRoot z t w / (2 * (z ^ 2 * t ^ 2 - w ^ 2))) := by
    rw [hG2]
    simp only [Complex.sub_im, Complex.ofReal_im, Complex.mul_im, Complex.I_re, Complex.I_im,
      Complex.ofReal_re]
    ring
  rw [localDOS, him, neg_neg, div_div]
  congr 1
  ring

/-- For `z = 2` and `w² < 4t²` the local density of states is that of the infinite chain,
`1 / (π √(4t² - w²))`. -/
theorem localDOS_chain {t w : ℝ} (h : w ^ 2 < 4 * t ^ 2) :
    localDOS 2 t w = 1 / (Real.pi * Real.sqrt (4 * t ^ 2 - w ^ 2)) := by
  have hb : w ^ 2 < 4 * ((2 : ℝ) - 1) * t ^ 2 := by linarith
  have hr : bandRoot 2 t w = Real.sqrt (4 * t ^ 2 - w ^ 2) := by
    unfold bandRoot
    congr 1
    ring
  obtain ⟨-, -, hs, hs2⟩ := inside_band hb
  have hQ : (2 : ℝ) ^ 2 * t ^ 2 - w ^ 2 = bandRoot 2 t w ^ 2 := by
    rw [hs2]
    ring
  have hpi := Real.pi_pos
  rw [localDOS_eq hb, hQ, ← hr, div_eq_div_iff (by positivity) (by positivity)]
  ring

/-- With hopping `T/√z` and `|w| < 2T`, the local density of states of the Bethe lattice tends
to the semicircle `√(4T² - w²) / (2πT²)` as the coordination `z` grows to infinity. -/
theorem localDOS_tendsto_semicircle {T w : ℝ} (h : |w| < 2 * T) :
    Tendsto (fun z : ℝ => localDOS z (T / Real.sqrt z) w) atTop
      (𝓝 (Real.sqrt (4 * T ^ 2 - w ^ 2) / (2 * Real.pi * T ^ 2))) := by
  have hT : 0 < T := by linarith [abs_nonneg w]
  obtain ⟨h1, h2⟩ := abs_lt.mp h
  have hw : 0 < 4 * T ^ 2 - w ^ 2 := by
    nlinarith [mul_pos (sub_pos.mpr h2) (sub_pos.mpr h1)]
  have hpi := Real.pi_pos
  -- the limit of the density written as a function of 1/z
  have hnum : Tendsto (fun z : ℝ => Real.sqrt (4 * T ^ 2 - 4 * T ^ 2 * z⁻¹ - w ^ 2)) atTop
      (𝓝 (Real.sqrt (4 * T ^ 2 - w ^ 2))) := by
    have hc : Continuous (fun u : ℝ => Real.sqrt (4 * T ^ 2 - 4 * T ^ 2 * u - w ^ 2)) := by
      fun_prop
    have := (hc.tendsto 0).comp (tendsto_inv_atTop_zero (𝕜 := ℝ))
    simp only [Function.comp_def, mul_zero, sub_zero] at this
    exact this
  have hden : Tendsto (fun z : ℝ => 2 * Real.pi * (T ^ 2 - w ^ 2 * z⁻¹)) atTop
      (𝓝 (2 * Real.pi * T ^ 2)) := by
    have hc : Continuous (fun u : ℝ => 2 * Real.pi * (T ^ 2 - w ^ 2 * u)) := by fun_prop
    have := (hc.tendsto 0).comp (tendsto_inv_atTop_zero (𝕜 := ℝ))
    simp only [Function.comp_def, mul_zero, sub_zero] at this
    exact this
  refine Tendsto.congr' ?_ (hnum.div hden (by positivity))
  -- for large z the energy w lies inside the band
  filter_upwards [eventually_gt_atTop (0 : ℝ),
    eventually_gt_atTop (4 * T ^ 2 / (4 * T ^ 2 - w ^ 2))] with z hz hbig
  rw [div_lt_iff₀ hw] at hbig
  have ht : (T / Real.sqrt z) ^ 2 = T ^ 2 / z := by rw [div_pow, Real.sq_sqrt hz.le]
  have hb : w ^ 2 < 4 * (z - 1) * (T / Real.sqrt z) ^ 2 := by
    rw [ht, ← mul_div_assoc, lt_div_iff₀ hz]
    nlinarith
  have hzi : z * z⁻¹ = 1 := mul_inv_cancel₀ hz.ne'
  have e1 : 4 * (z - 1) * (T ^ 2 / z) - w ^ 2 = 4 * T ^ 2 - 4 * T ^ 2 * z⁻¹ - w ^ 2 := by
    rw [div_eq_mul_inv]
    linear_combination 4 * T ^ 2 * hzi
  have e2 : 2 * Real.pi * (z ^ 2 * (T ^ 2 / z) - w ^ 2)
      = z * (2 * Real.pi * (T ^ 2 - w ^ 2 * z⁻¹)) := by
    rw [div_eq_mul_inv]
    linear_combination 2 * Real.pi * (z * T ^ 2 + w ^ 2) * hzi
  rw [localDOS_eq hb, bandRoot, ht, e1, e2, mul_div_mul_left _ _ hz.ne']
  rfl

end

end BetheLatticeCavity
```

```lean
#print axioms BetheLatticeCavity.cavity_equation
#print axioms BetheLatticeCavity.shell_equations
#print axioms BetheLatticeCavity.localDOS_chain
#print axioms BetheLatticeCavity.localDOS_tendsto_semicircle
```

```
'BetheLatticeCavity.cavity_equation' depends on axioms: [propext, Classical.choice, Quot.sound]
'BetheLatticeCavity.shell_equations' depends on axioms: [propext, Classical.choice, Quot.sound]
'BetheLatticeCavity.localDOS_chain' depends on axioms: [propext, Classical.choice, Quot.sound]
'BetheLatticeCavity.localDOS_tendsto_semicircle' depends on axioms: [propext, Classical.choice, Quot.sound]
```

## From the factorised quadratic to the limit in $1/z$

`inside_band` extracts $z>1$, $(z-1)t^2>0$, $s>0$ and the value of $s^2$ from the band condition. `cavityGreen_mul` clears the denominator of $g$.

In `cavity_solutions`, the identity `key` is the quadratic factorised over its two roots, multiplied by a nonzero constant. `linear_combination` checks it from the cleared equation for $g$, its conjugate, $i^2=-1$ and the value of $s^2$. Since a product vanishes only if a factor does, both directions follow. `cavity_equation` applies this to $g$ itself and reads off the imaginary part.

`local_denominator` proves the formula for $w-zt^2g$ and shows that it is nonzero: if it vanished, comparing imaginary parts would give $zs=0$. `shell_equations` multiplies the cavity equation by $tA_n$, as in the derivation.

In `localDOS_eq`, `hG` is the rationalised form of $G$. It is obtained by cross-multiplying and cancelling $2(z-1)$; `hG2` then separates real and imaginary parts. `localDOS_chain` substitutes $z=2$ and replaces the bracket by $s^2$.

For the semicircle, `hnum` and `hden` treat numerator and denominator as continuous functions of $1/z$, evaluated at zero. `Tendsto.congr'` needs the density to agree with their quotient only for large $z$, and `filter_upwards` supplies the threshold on $z$ found above.
